# The energy gradient of a CI state vanishes along rotations that stay in the CI space

A vanishing orbital gradient is usually read as a sign that the orbitals are optimised. For some rotations that reading fails: once the CI problem is solved, their gradient is zero however poor the orbitals are. A zero gradient along such a redundant rotation therefore says nothing about the quality of the orbitals.

## CI states and rotations

Let \(H\) be the Hermitian Hamiltonian and \(P\) the orthogonal projector onto the CI space. A CI state is a nonzero vector \(\psi\) with \(P\psi=\psi\) and \(PH\psi=E\psi\). It need not be an eigenvector of \(H\).

An anti-Hermitian \(K\) generates the rotation \(e^{tK}\). For normalised \(\psi\), the derivative of the energy along it at \(t=0\) is

\[
\langle K\psi,H\psi\rangle+\langle\psi,HK\psi\rangle=\langle\psi,[H,K]\psi\rangle .
\]

The result is that \(E\) is real and that this gradient is zero whenever \(K\psi\) lies in the range of \(P\). In a complete active space, rotations within the inactive, within the active or within the virtual orbitals are of this kind. The generalised Brillouin condition sets the gradient to zero for rotations between these classes too; there it is a condition on the orbitals, which solving the CI problem does not in general supply.

## From the projected equation to a zero gradient

The inner product is conjugate-linear in its first argument. Inserting \(P\) next to \(\psi\) gives

\[
\langle\psi,H\psi\rangle=\langle\psi,PH\psi\rangle=E\langle\psi,\psi\rangle,\qquad
\langle H\psi,\psi\rangle=\langle PH\psi,\psi\rangle=E^*\langle\psi,\psi\rangle .
\]

The left-hand sides agree because \(H\) is Hermitian, and \(\langle\psi,\psi\rangle\neq0\), so \(E=E^*\).

For any \(\varphi\), moving \(H\) and \(K\) to the left gives

\[
\langle\varphi,[H,K]\psi\rangle=\langle H\varphi,K\psi\rangle+\langle K\varphi,H\psi\rangle .
\]

Set \(\varphi=\psi\) and \(H\psi=r+E\psi\), where \(r=(H-E)\psi\) is the residual. The terms in \(E\) add up to \(E(\langle\psi,K\psi\rangle+\langle K\psi,\psi\rangle)=0\). Moreover \(Pr=E\psi-E\psi=0\), so \(\langle r,PK\psi\rangle=\langle Pr,K\psi\rangle=0\). Hence

\[
\langle\psi,[H,K]\psi\rangle=\langle r,(1-P)K\psi\rangle+\langle (1-P)K\psi,r\rangle .
\]

If \(K\psi=Py\) for some \(y\), then \(PK\psi=P^2y=K\psi\), and both terms vanish.

For two CI states \(\varphi,\psi\) with energies \(E_1,E_2\), both kept in the CI space by \(K\), inserting \(P\) in the same way gives

\[
\langle\varphi,[H,K]\psi\rangle=E_1\langle\varphi,K\psi\rangle+E_2\langle K\varphi,\psi\rangle=(E_1-E_2)\langle\varphi,K\psi\rangle .
\]

## Three levels with numbers

Take

\[
H=\begin{pmatrix}1&0&1\\0&2&0\\1&0&3\end{pmatrix},\qquad \psi=(1,0,0),
\]

with the first two levels as CI space. Then \(H\psi=(1,0,1)\), so \(E=1\) and \(r=(0,0,1)\).

- Rotating towards level two, \(K\psi=(0,1,0)\) and the gradient is 0. The energy along the rotation is \(1+\sin^2t\): stationary, but not constant.
- Rotating towards level three, \(K\psi=(0,0,1)\) and the gradient is \(1+1=2\).

## The statement in Lean

`V` is any complex inner-product space, and `Module.End ℂ V` holds linear operators defined on all of it; an unbounded Hamiltonian with a smaller domain is not covered. `H.IsSymmetric` says that \(H\) is Hermitian. `IsCIState` takes `E : ℂ`, so the reality of the energy is proved. `commElement H K φ ψ` is \(\langle\varphi,[H,K]\psi\rangle\), without division by the norm. Orbitals and second quantisation do not appear, and the link to the energy derivative is the calculation above.

```lean
import Mathlib

open scoped InnerProductSpace ComplexConjugate
open Matrix

namespace RedundantRotations

noncomputable section

variable {V : Type*} [NormedAddCommGroup V] [InnerProductSpace ℂ V]

/-- An orthogonal projector: idempotent and Hermitian. -/
structure IsOrthProjector (P : Module.End ℂ V) : Prop where
  idem : P * P = P
  symm : ∀ x y, ⟪P x, y⟫_ℂ = ⟪x, P y⟫_ℂ

/-- An anti-Hermitian operator: `⟨K x, y⟩ = -⟨x, K y⟩` for all `x` and `y`. -/
def IsAntiHermitian (K : Module.End ℂ V) : Prop :=
  ∀ x y, ⟪K x, y⟫_ℂ = -⟪x, K y⟫_ℂ

/-- A CI state: a nonzero vector of the CI space that solves the projected
Schrödinger equation `P H ψ = E ψ`. -/
structure IsCIState (H P : Module.End ℂ V) (ψ : V) (E : ℂ) : Prop where
  ne_zero : ψ ≠ 0
  mem : P ψ = ψ
  eig : P (H ψ) = E • ψ

/-- The matrix element `⟨φ, [H, K] ψ⟩` of the commutator. -/
def commElement (H K : Module.End ℂ V) (φ ψ : V) : ℂ :=
  ⟪φ, (H * K - K * H) ψ⟫_ℂ

/-- The energy of a CI state is real. -/
theorem ci_energy_real {H P : Module.End ℂ V} {ψ : V} {E : ℂ}
    (hH : H.IsSymmetric) (hP : IsOrthProjector P) (hψ : IsCIState H P ψ E) :
    E.im = 0 := by
  -- insert the projector next to ψ on either side of the expectation value
  have h1 : ⟪ψ, H ψ⟫_ℂ = E * ⟪ψ, ψ⟫_ℂ := by
    calc ⟪ψ, H ψ⟫_ℂ = ⟪P ψ, H ψ⟫_ℂ := by rw [hψ.mem]
      _ = ⟪ψ, P (H ψ)⟫_ℂ := hP.symm _ _
      _ = E * ⟪ψ, ψ⟫_ℂ := by rw [hψ.eig, inner_smul_right]
  have h2 : ⟪H ψ, ψ⟫_ℂ = conj E * ⟪ψ, ψ⟫_ℂ := by
    calc ⟪H ψ, ψ⟫_ℂ = ⟪H ψ, P ψ⟫_ℂ := by rw [hψ.mem]
      _ = ⟪P (H ψ), ψ⟫_ℂ := (hP.symm _ _).symm
      _ = conj E * ⟪ψ, ψ⟫_ℂ := by rw [hψ.eig, inner_smul_left]
  have h3 : ⟪ψ, ψ⟫_ℂ ≠ 0 := inner_self_ne_zero.mpr hψ.ne_zero
  exact Complex.conj_eq_iff_im.mp
    (mul_right_cancel₀ h3 (h2.symm.trans ((hH ψ ψ).trans h1)))

/-- For Hermitian `H` and anti-Hermitian `K`, the commutator element is
`⟨Hφ, Kψ⟩ + ⟨Kφ, Hψ⟩`. -/
theorem commElement_eq {H K : Module.End ℂ V} (hH : H.IsSymmetric)
    (hK : IsAntiHermitian K) (φ ψ : V) :
    commElement H K φ ψ = ⟪H φ, K ψ⟫_ℂ + ⟪K φ, H ψ⟫_ℂ := by
  unfold commElement
  simp only [LinearMap.sub_apply, Module.End.mul_apply, inner_sub_right]
  rw [hH φ (K ψ), hK φ (H ψ)]
  ring

/-- For a CI state and anti-Hermitian `K`, `⟨ψ, [H, K] ψ⟩` is the overlap of the residual `(H - E)ψ`
with the part of `Kψ` outside the CI space, plus the complex conjugate. -/
theorem gradient_eq_external {H P K : Module.End ℂ V} {ψ : V} {E : ℂ}
    (hH : H.IsSymmetric) (hP : IsOrthProjector P) (hψ : IsCIState H P ψ E)
    (hK : IsAntiHermitian K) :
    commElement H K ψ ψ =
      ⟪H ψ - E • ψ, K ψ - P (K ψ)⟫_ℂ + ⟪K ψ - P (K ψ), H ψ - E • ψ⟫_ℂ := by
  have hE : conj E = E := Complex.conj_eq_iff_im.mpr (ci_energy_real hH hP hψ)
  -- the residual has no component in the CI space
  have hr : P (H ψ - E • ψ) = 0 := by
    rw [map_sub, map_smul, hψ.eig, hψ.mem, sub_self]
  have h1 : ⟪H ψ - E • ψ, P (K ψ)⟫_ℂ = 0 := by
    rw [← hP.symm, hr, inner_zero_left]
  have h2 : ⟪P (K ψ), H ψ - E • ψ⟫_ℂ = 0 := by
    rw [hP.symm, hr, inner_zero_right]
  rw [commElement_eq hH hK, inner_sub_right (H ψ - E • ψ), h1,
    inner_sub_left (K ψ), h2, inner_sub_left, inner_sub_right,
    inner_smul_left, inner_smul_right, hE, hK ψ ψ]
  ring

/-- A vector in the range of a projector is left unchanged by it. -/
theorem projector_fixes {P : Module.End ℂ V} (hP : IsOrthProjector P) {x : V}
    (hx : x ∈ LinearMap.range P) : P x = x := by
  obtain ⟨y, rfl⟩ := hx
  exact LinearMap.congr_fun hP.idem y

/-- Redundant rotations: the energy of a CI state is real, and its gradient
`⟨ψ, [H, K] ψ⟩` vanishes for every anti-Hermitian `K` with `Kψ` in the CI space. -/
theorem redundant_rotations {H P : Module.End ℂ V} {ψ : V} {E : ℂ}
    (hH : H.IsSymmetric) (hP : IsOrthProjector P) (hψ : IsCIState H P ψ E) :
    E.im = 0 ∧ ∀ K : Module.End ℂ V, IsAntiHermitian K →
      K ψ ∈ LinearMap.range P → commElement H K ψ ψ = 0 := by
  refine ⟨ci_energy_real hH hP hψ, fun K hK hr => ?_⟩
  -- the external part of Kψ is zero
  rw [gradient_eq_external hH hP hψ hK, projector_fixes hP hr, sub_self,
    inner_zero_left, inner_zero_right, add_zero]

/-- Between two CI states that `K` keeps in the CI space, the commutator element is
the energy difference times the matrix element of `K`. -/
theorem transition_element {H P K : Module.End ℂ V} {φ ψ : V} {E₁ E₂ : ℂ}
    (hH : H.IsSymmetric) (hP : IsOrthProjector P)
    (hφ : IsCIState H P φ E₁) (hψ : IsCIState H P ψ E₂) (hK : IsAntiHermitian K)
    (h1 : K φ ∈ LinearMap.range P) (h2 : K ψ ∈ LinearMap.range P) :
    commElement H K φ ψ = (E₁ - E₂) * ⟪φ, K ψ⟫_ℂ := by
  have hE : conj E₁ = E₁ := Complex.conj_eq_iff_im.mpr (ci_energy_real hH hP hφ)
  have a : ⟪H φ, K ψ⟫_ℂ = E₁ * ⟪φ, K ψ⟫_ℂ := by
    calc ⟪H φ, K ψ⟫_ℂ = ⟪H φ, P (K ψ)⟫_ℂ := by rw [projector_fixes hP h2]
      _ = ⟪P (H φ), K ψ⟫_ℂ := (hP.symm _ _).symm
      _ = E₁ * ⟪φ, K ψ⟫_ℂ := by rw [hφ.eig, inner_smul_left, hE]
  have b : ⟪K φ, H ψ⟫_ℂ = E₂ * -⟪φ, K ψ⟫_ℂ := by
    calc ⟪K φ, H ψ⟫_ℂ = ⟪P (K φ), H ψ⟫_ℂ := by rw [projector_fixes hP h1]
      _ = ⟪K φ, P (H ψ)⟫_ℂ := hP.symm _ _
      _ = E₂ * -⟪φ, K ψ⟫_ℂ := by rw [hψ.eig, inner_smul_right, hK φ ψ]
  rw [commElement_eq hH hK, a, b]
  ring

/-- The state-averaged gradient of several CI states vanishes for a rotation that
keeps each of them in the CI space, whatever the weights. -/
theorem state_averaged_gradient {ι : Type*} (s : Finset ι) (w : ι → ℝ)
    {H P K : Module.End ℂ V} {ψ : ι → V} {E : ι → ℂ}
    (hH : H.IsSymmetric) (hP : IsOrthProjector P)
    (hψ : ∀ i ∈ s, IsCIState H P (ψ i) (E i)) (hK : IsAntiHermitian K)
    (hr : ∀ i ∈ s, K (ψ i) ∈ LinearMap.range P) :
    ∑ i ∈ s, (w i : ℂ) * commElement H K (ψ i) (ψ i) = 0 := by
  refine Finset.sum_eq_zero fun i hi => ?_
  rw [(redundant_rotations hH hP (hψ i hi)).2 K hK (hr i hi), mul_zero]

/-- The operator on three-level state space given by a 3 × 3 matrix. -/
def op (A : Matrix (Fin 3) (Fin 3) ℂ) : Module.End ℂ (EuclideanSpace ℂ (Fin 3)) where
  toFun x := WithLp.toLp 2 (A *ᵥ x.ofLp)
  map_add' x y := by simp [Matrix.mulVec_add]
  map_smul' c x := by simp [Matrix.mulVec_smul]

/-- Model Hamiltonian coupling the first level to the third. -/
def modelH := op !![1, 0, 1; 0, 2, 0; 1, 0, 3]

/-- Projector onto the first two levels. -/
def modelP := op !![1, 0, 0; 0, 1, 0; 0, 0, 0]

/-- Generator of rotations between the first two levels. -/
def modelK := op !![0, -1, 0; 1, 0, 0; 0, 0, 0]

/-- Generator of rotations between the first and third levels. -/
def modelKext := op !![0, 0, -1; 0, 0, 0; 1, 0, 0]

/-- The first level. -/
def modelψ : EuclideanSpace ℂ (Fin 3) := WithLp.toLp 2 ![1, 0, 0]

/-- The three-level model meets all hypotheses of `redundant_rotations`, with a CI
state that is not an eigenvector of the Hamiltonian. -/
theorem redundant_rotations_witness :
    modelH.IsSymmetric ∧ IsOrthProjector modelP ∧ IsCIState modelH modelP modelψ 1 ∧
      IsAntiHermitian modelK ∧ modelK modelψ ∈ LinearMap.range modelP ∧
      ∀ c : ℂ, modelH modelψ ≠ c • modelψ := by
  refine ⟨?_, ⟨?_, ?_⟩, ⟨?_, ?_, ?_⟩, ?_, ⟨modelK modelψ, ?_⟩, ?_⟩
  · intro x y
    -- the diagonal entries are real
    have c2 : (starRingEnd ℂ) 2 = 2 := by apply Complex.ext <;> simp
    have c3 : (starRingEnd ℂ) 3 = 3 := by apply Complex.ext <;> simp
    simp [modelH, op, PiLp.inner_apply, Fin.sum_univ_three, dotProduct,
      c2, c3] <;> ring
  · refine LinearMap.ext fun x => ?_
    ext i
    fin_cases i <;> simp [modelP, op, dotProduct, Fin.sum_univ_three]
  · intro x y
    simp [modelP, op, PiLp.inner_apply, Fin.sum_univ_three, dotProduct]
  · intro h
    have h0 := congrArg (fun v => v.ofLp 0) h
    simp [modelψ] at h0
  · ext i
    fin_cases i <;> simp [modelP, modelψ, op, dotProduct, Fin.sum_univ_three]
  · ext i
    fin_cases i <;>
      simp [modelH, modelP, modelψ, op, dotProduct, Fin.sum_univ_three]
  · intro x y
    simp [modelK, op, PiLp.inner_apply, Fin.sum_univ_three, dotProduct] <;> ring
  · ext i
    fin_cases i <;>
      simp [modelK, modelP, modelψ, op, dotProduct, Fin.sum_univ_three]
  · intro c h
    have h2 := congrArg (fun v => v.ofLp 2) h
    simp [modelH, modelψ, op, dotProduct, Fin.sum_univ_three] at h2

/-- In the three-level model the generator `modelKext` is anti-Hermitian, and `⟨ψ, [H, K] ψ⟩` equals
2 for it when `ψ` is the first level. -/
theorem external_rotation_gradient :
    IsAntiHermitian modelKext ∧ commElement modelH modelKext modelψ modelψ = 2 := by
  have hK : IsAntiHermitian modelKext := by
    intro x y
    simp [modelKext, op, PiLp.inner_apply, Fin.sum_univ_three, dotProduct] <;> ring
  refine ⟨hK, ?_⟩
  rw [commElement_eq redundant_rotations_witness.1 hK]
  simp [modelH, modelKext, modelψ, op, PiLp.inner_apply, Fin.sum_univ_three,
    dotProduct] <;> norm_num

end

end RedundantRotations
```

```lean
#print axioms RedundantRotations.transition_element
#print axioms RedundantRotations.state_averaged_gradient
#print axioms RedundantRotations.external_rotation_gradient
```

```
'RedundantRotations.transition_element' depends on axioms: [propext, Classical.choice, Quot.sound]
'RedundantRotations.state_averaged_gradient' depends on axioms: [propext, Classical.choice, Quot.sound]
'RedundantRotations.external_rotation_gradient' depends on axioms: [propext, Classical.choice, Quot.sound]
```

## How the proof follows the derivation

`ci_energy_real` has one `calc` block for each expectation value, then cancels \(\langle\psi,\psi\rangle\). `commElement_eq` moves the operators to the left.

In `gradient_eq_external`, `hr` is \(Pr=0\), and `h1` and `h2` remove the internal part of \(K\psi\). The last `rw` expands the inner products, and `ring` cancels the terms in \(E\). `redundant_rotations` then uses `projector_fixes` to make the external part zero.

`transition_element` proves the two-state formula, with `a` and `b` as its two terms. `state_averaged_gradient` sums zeros, for any real weights.

`redundant_rotations_witness` checks the three-level model by components; the third component of \(H\psi\) shows that \(\psi\) is not an eigenvector. `external_rotation_gradient` computes the value 2, so the conclusion fails there without the range condition.
